# Continuous smearing at partial filling gives a nonempty compact set of Fermi levels, monotone or not

**A:** Take finitely many fixed one-electron levels $e_i$ with real weights $w_i$ and total weight $W=\sum_i w_i$. Let $\sigma>0$ be the smearing width, and let $f$ be a continuous real function that tends to $1$ at $-\infty$ and to $0$ at $+\infty$. For every electron number $N$ with $0<N<W$, the set of chemical potentials $\mu$ satisfying

$$n(\mu)=\sum_i w_i\, f\!\left(\frac{e_i-\mu}{\sigma}\right)=N$$

is nonempty and compact. The function $f$ need not be monotone.

**Q:** Occupations fall with energy. Why give up monotonicity at all?

**A:** Fermi–Dirac occupations do fall. First-order Methfessel–Paxton smearing has

$$f(x)=\tfrac12\operatorname{erfc}(x)-\frac{x\,e^{-x^2}}{2\sqrt\pi},\qquad f'(x)=-\frac{\left(\tfrac32-x^2\right)e^{-x^2}}{\sqrt\pi},$$

so $f$ rises wherever $x^2>\tfrac32$. It exceeds $1$ far to the left and is negative far to the right.

**Q:** Does that ever produce more than one Fermi level?

**A:** Yes, across a gap. Here is an example worked by hand, separate from the checked theorems. Take two levels $e_1<e_2$ of weight $1$, $N=1$, and a reduced gap $D=(e_2-e_1)/\sigma>\sqrt6$. Put $\mu=e_1+\sigma t$. Since $f(-x)=1-f(x)$,

$$n-1=f(D-t)-f(t).$$

This vanishes at midgap, $t=D/2$. At $t=\sqrt{3/2}$ the term $f(t)$ takes the minimum of $f$, which is attained only there, so $n>1$. Exchanging $t$ and $D-t$ flips the sign, so $n<1$ at $t=D-\sqrt{3/2}$. As $n$ tends to $0$ on the far left and to $2$ on the far right, there are two further crossings, one on each side of midgap. That makes at least three Fermi levels.

**Q:** Then derive the general result without using a slope.

**A:** Fix a level $\varepsilon$ and a bound $c$. Because $\sigma>0$,

$$\frac{\varepsilon-\mu}{\sigma}\le c\iff \mu\ge\varepsilon-c\sigma .$$

So the reduced energy tends to $-\infty$ as $\mu\to+\infty$, and by the reversed inequality it tends to $+\infty$ as $\mu\to-\infty$. Each occupation therefore tends to $1$ or $0$ respectively. The sum is finite, so limits may be taken term by term:

$$n(\mu)\to\sum_i w_i\cdot 0=0\quad(\mu\to-\infty),\qquad n(\mu)\to\sum_i w_i\cdot 1=W\quad(\mu\to+\infty).$$

Since $0<N<W$, there are chemical potentials $a$ and $b$ with $n(\mu)<N$ for all $\mu\le a$ and $n(\mu)>N$ for all $\mu\ge b$. The count $n$ is a finite sum of continuous functions, so the intermediate value theorem gives a $\mu$ with $n(\mu)=N$. Every such $\mu$ lies between $a$ and $b$, so the solution set is bounded. It is also closed, being the preimage of the single value $N$ under a continuous function. A closed and bounded set of reals is compact.

**Q:** Now the formal version. What are the levels there?

**A:** An arbitrary finite type `ι` labels them. For a crystal, an element of `ι` can be a pair of band index and k-point, with the k-point weight and the spin degeneracy both absorbed into $w_i$.

```lean
import Mathlib

open Filter Topology

namespace FermiLevelWithoutMonotonicity

noncomputable section

variable {ι : Type*} [Fintype ι]
```

The count is a function of $\mu$, with `f`, `σ`, `w` and `e` as parameters. Energies are plain real numbers, so $e_i$, $\mu$ and $\sigma$ must be expressed in the same unit.

```lean
/-- The electron count at chemical potential `μ`: levels `e i` with weights `w i`, occupied
according to the smearing function `f` of width `σ`. -/
def electronCount (f : ℝ → ℝ) (σ : ℝ) (w e : ι → ℝ) (μ : ℝ) : ℝ :=
  ∑ i, w i * f ((e i - μ) / σ)
```

The argument of $f$ is $(e_i-\mu)/\sigma$, positive for levels above the chemical potential. This sign convention is why $f$ tends to $1$ on the left.

```lean
/-- The set of all chemical potentials at which the electron count equals `N`. -/
def fermiLevels (f : ℝ → ℝ) (σ : ℝ) (w e : ι → ℝ) (N : ℝ) : Set ℝ :=
  {μ | electronCount f σ w e μ = N}
```

**Q:** You call every solution a Fermi level. Isn't there supposed to be one?

**A:** The definition collects all solutions of the electron-number condition and selects none. A definition that picked one value would hide the multiplicity in the gap example.

**Q:** And the conditions on $f$ are simply postulated?

**A:** Yes. The two limits say that levels deep below $\mu$ are full and levels far above it are empty. Continuity says that an occupation does not jump as $\mu$ moves, which excludes the sharp zero-temperature step. The model could also have started from a broadened delta function $\tilde\delta$, integrable with integral $1$, and set $f(x)=\int_x^\infty\tilde\delta(t)\,dt$. Continuity and both limits would then be consequences, and a nonnegative $\tilde\delta$ would make $f$ monotone. The price is a narrower class of functions and some integration theory in the proof.

**Q:** Show me where the limits enter.

**A:** First come the two statements about the reduced energy. Each proof exhibits the threshold $\varepsilon-c\sigma$ from the derivation, with Lean's `b` in the role of $c$, and clears the division using `hσ`.

```lean
/-- The reduced energy of a level tends to minus infinity as the chemical potential rises. -/
theorem reducedEnergy_atTop {σ : ℝ} (hσ : 0 < σ) (ε : ℝ) :
    Tendsto (fun μ : ℝ => (ε - μ) / σ) atTop atBot := by
  refine tendsto_atBot.2 fun b => ?_
  filter_upwards [eventually_ge_atTop (ε - b * σ)] with μ hμ
  rw [div_le_iff₀ hσ]
  linarith

/-- The reduced energy of a level tends to plus infinity as the chemical potential falls. -/
theorem reducedEnergy_atBot {σ : ℝ} (hσ : 0 < σ) (ε : ℝ) :
    Tendsto (fun μ : ℝ => (ε - μ) / σ) atBot atTop := by
  refine tendsto_atTop.2 fun b => ?_
  filter_upwards [eventually_le_atBot (ε - b * σ)] with μ hμ
  rw [le_div_iff₀ hσ]
  linarith
```

The next theorem composes these with the limits of $f$, multiplies by the constant weight and adds up the finitely many terms. The `simp only` lines turn $\sum_i w_i\cdot0$ into $0$ and $\sum_i w_i\cdot1$ into $W$.

```lean
/-- If the smearing function tends to one at minus infinity and to zero at plus infinity, the
electron count tends to zero as the chemical potential goes to minus infinity, and to the total
weight as it goes to plus infinity. -/
theorem electronCount_limits {f : ℝ → ℝ} (h1 : Tendsto f atBot (𝓝 1))
    (h0 : Tendsto f atTop (𝓝 0)) {σ : ℝ} (hσ : 0 < σ) (w e : ι → ℝ) :
    Tendsto (electronCount f σ w e) atBot (𝓝 0) ∧
      Tendsto (electronCount f σ w e) atTop (𝓝 (∑ i, w i)) := by
  constructor
  · have h : Tendsto (fun μ => ∑ i, w i * f ((e i - μ) / σ)) atBot (𝓝 (∑ i, w i * 0)) :=
      tendsto_finsetSum _ fun i _ =>
        (h0.comp (reducedEnergy_atBot hσ (e i))).const_mul (w i)
    simp only [mul_zero, Finset.sum_const_zero] at h
    exact h
  · have h : Tendsto (fun μ => ∑ i, w i * f ((e i - μ) / σ)) atTop (𝓝 (∑ i, w i * 1)) :=
      tendsto_finsetSum _ fun i _ =>
        (h1.comp (reducedEnergy_atTop hσ (e i))).const_mul (w i)
    simp only [mul_one] at h
    exact h
```

**Q:** I see no positivity of the weights, and no requirement that there be any levels.

**A:** Neither is needed for the main theorem. Without levels $W=0$, and no $N$ satisfies $0<N<W$. The hypotheses restrict the weights only through their sum, so individual ones may even be negative. Physical weights are positive and are covered as a special case.

```lean
/-- For a continuous smearing function with limits one and zero, monotone or not, and an
electron number strictly between zero and the total weight, the set of Fermi levels is
nonempty and compact. -/
theorem fermiLevels_nonempty_isCompact {f : ℝ → ℝ} (hf : Continuous f)
    (h1 : Tendsto f atBot (𝓝 1)) (h0 : Tendsto f atTop (𝓝 0)) {σ : ℝ} (hσ : 0 < σ)
    (w e : ι → ℝ) {N : ℝ} (hN : 0 < N) (hNW : N < ∑ i, w i) :
    (fermiLevels f σ w e N).Nonempty ∧ IsCompact (fermiLevels f σ w e N) := by
  have hc : Continuous (electronCount f σ w e) := by
    unfold electronCount
    fun_prop
  obtain ⟨hbot, htop⟩ := electronCount_limits h1 h0 hσ w e
  -- too few electrons below `a`, too many above `b`
  obtain ⟨a, ha⟩ := eventually_atBot.1 (hbot.eventually_lt_const hN)
  obtain ⟨b, hb⟩ := eventually_atTop.1 (htop.eventually_const_lt hNW)
  constructor
  · -- the intermediate value theorem gives a crossing
    obtain ⟨μ, hμ⟩ := mem_range_of_exists_le_of_exists_ge hc
      ⟨a, (ha a le_rfl).le⟩ ⟨b, (hb b le_rfl).le⟩
    exact ⟨μ, hμ⟩
  · -- a closed subset of the interval from `a` to `b`
    refine isCompact_Icc.of_isClosed_subset (isClosed_eq hc continuous_const)
      (fun μ hμ => (⟨?_, ?_⟩ : μ ∈ Set.Icc a b))
    · by_contra h
      exact (ha μ (not_le.1 h).le).ne hμ
    · by_contra h
      exact (hb μ (not_le.1 h).le).ne' hμ
```

In words: under the stated hypotheses on $f$, $\sigma$ and $N$, the set `fermiLevels f σ w e N` has an element and is compact. Here `hf`, `h1` and `h0` are continuity and the two limits, while `hN` and `hNW` express partial filling.

The proof follows the derivation. `fun_prop` establishes continuity of the count. The two `obtain` lines after the limits produce $a$ and $b$. The first bullet applies the intermediate value theorem. The second presents the solution set as a closed subset of the interval $[a,b]$: a solution outside it would have a count strictly below or strictly above $N$, which contradicts $n(\mu)=N$.

**Q:** What does compactness buy a physicist? Existence I understand.

**A:** It gives extreme solutions. There is a lowest and a highest Fermi level, and both actually solve the equation instead of being merely approached by solutions.

```lean
/-- For a continuous smearing function with limits one and zero, and an electron number strictly
between zero and the total weight, there are a lowest and a highest Fermi level. -/
theorem exists_lowest_and_highest {f : ℝ → ℝ} (hf : Continuous f)
    (h1 : Tendsto f atBot (𝓝 1)) (h0 : Tendsto f atTop (𝓝 0)) {σ : ℝ} (hσ : 0 < σ)
    (w e : ι → ℝ) {N : ℝ} (hN : 0 < N) (hNW : N < ∑ i, w i) :
    (∃ μ, IsLeast (fermiLevels f σ w e N) μ) ∧
      ∃ μ, IsGreatest (fermiLevels f σ w e N) μ := by
  obtain ⟨hne, hK⟩ := fermiLevels_nonempty_isCompact hf h1 h0 hσ w e hN hNW
  exact ⟨hK.exists_isLeast hne, hK.exists_isGreatest hne⟩
```

`IsLeast` and `IsGreatest` mean membership in the set together with being a lower or an upper bound. A rule such as "take the lowest Fermi level" is thus well defined for fixed levels at partial filling.

**Q:** A code needs numbers. The $a$ and $b$ in that proof come from limits and tell me nothing.

**A:** In a self-consistent calculation the Fermi level is recomputed at each iteration from the current eigenvalues, for instance by bisection, and the search needs a starting interval. The next theorem supplies one for a finite set of fixed levels. Write the electron number as $N=W\nu$ with filling fraction $\nu$, and let all levels lie between $e_{\rm lo}$ and $e_{\rm hi}$. In this theorem $a$ and $b$ are reduced energies: $f>\nu$ to the left of $a$, and $f<\nu$ to the right of $b$.

If $\mu<e_{\rm lo}-\sigma b$, then for every level

$$\frac{e_i-\mu}{\sigma}\ge\frac{e_{\rm lo}-\mu}{\sigma}>b,$$

so every occupation is below $\nu$. With positive weights and at least one level, $n(\mu)<W\nu=N$. If $\mu>e_{\rm hi}-\sigma a$, every reduced energy is below $a$, every occupation exceeds $\nu$, and $n(\mu)>N$. Hence every Fermi level lies in $[e_{\rm lo}-\sigma b,\;e_{\rm hi}-\sigma a]$.

```lean
/-- Let the levels lie between `lo` and `hi`, and let the smearing function exceed the filling
fraction `ν` left of `a` and stay below it right of `b`. Then every Fermi level for that filling
lies between `lo - σ * b` and `hi - σ * a`. -/
theorem fermiLevels_subset_bracket [Nonempty ι] {f : ℝ → ℝ} {σ : ℝ} (hσ : 0 < σ)
    {w e : ι → ℝ} (hw : ∀ i, 0 < w i) {lo hi a b ν : ℝ}
    (hlo : ∀ i, lo ≤ e i) (hhi : ∀ i, e i ≤ hi)
    (ha : ∀ x, x < a → ν < f x) (hb : ∀ x, b < x → f x < ν) :
    fermiLevels f σ w e ((∑ i, w i) * ν) ⊆ Set.Icc (lo - σ * b) (hi - σ * a) := by
  intro μ hμ
  have hμ' : ∑ i, w i * f ((e i - μ) / σ) = ∑ i, w i * ν := by
    rw [← Finset.sum_mul]
    exact hμ
  constructor
  · by_contra h
    -- every level would be filled below the fraction `ν`
    refine (Finset.sum_lt_sum_of_nonempty Finset.univ_nonempty fun i _ => ?_).ne hμ'
    refine mul_lt_mul_of_pos_left (hb _ ?_) (hw i)
    rw [lt_div_iff₀ hσ]
    linarith [hlo i, not_le.1 h]
  · by_contra h
    -- every level would be filled above the fraction `ν`
    refine (Finset.sum_lt_sum_of_nonempty Finset.univ_nonempty fun i _ => ?_).ne hμ'.symm
    refine mul_lt_mul_of_pos_left (ha _ ?_) (hw i)
    rw [div_lt_iff₀ hσ]
    linarith [hhi i, not_le.1 h]
```

The Lean proof first rewrites the condition as $\sum_i w_i f(\cdot)=\sum_i w_i\nu$ and then compares the sums term by term, once for each end of the interval. `lo` and `hi` stand for $e_{\rm lo}$ and $e_{\rm hi}$. Positivity of the weights is used here, because a negative weight would reverse its term's inequality.

**Q:** So bisection on that interval finds *the* Fermi level?

**A:** It finds *a* Fermi level. For continuous $f$ the count is at most $N$ at the lower end and at least $N$ at the upper end, so bisection can start. With several solutions, the one it converges to depends on the starting interval. For the Methfessel–Paxton function above and $0<\nu<1$, one may take $a=b=x_\nu$, the single point where $f(x_\nu)=\nu$. At half filling $x_\nu=0$, and the bracket runs from the lowest level to the highest.

**Q:** Why exclude $N=W$? Completely filled bands are hardly exotic.

**A:** Here $W$ is the capacity of all the levels included in the sum. An insulator calculated with some empty bands still has $N<W$. If only the filled bands are included, $N=W$, and either half of the conclusion can fail. Suppose first that $f<1$ everywhere, as for Fermi–Dirac. With positive weights and at least one level,

$$n(\mu)=\sum_i w_i f\!\left(\frac{e_i-\mu}{\sigma}\right)<\sum_i w_i=W$$

for every $\mu$, so no Fermi level exists.

```lean
/-- If the smearing function stays strictly below one, all weights are positive and there is at
least one level, then no chemical potential makes the electron count equal to the total weight. -/
theorem fermiLevels_full_eq_empty [Nonempty ι] {f : ℝ → ℝ} (hf : ∀ x, f x < 1) (σ : ℝ)
    {w : ι → ℝ} (hw : ∀ i, 0 < w i) (e : ι → ℝ) :
    fermiLevels f σ w e (∑ i, w i) = ∅ := by
  refine Set.eq_empty_iff_forall_notMem.2 fun μ hμ => ?_
  have hlt : ∑ i, w i * f ((e i - μ) / σ) < ∑ i, w i :=
    Finset.sum_lt_sum_of_nonempty Finset.univ_nonempty fun i _ =>
      mul_lt_of_lt_one_right (hw i) (hf _)
  exact hlt.ne hμ
```

The proof is this strict inequality. It uses neither continuity of $f$ nor a sign for $\sigma$.

**Q:** And the other half?

**A:** Suppose $f(x)=1$ for all $x\le a$, with $a$ again a reduced energy. Once $\mu\ge e_i-\sigma a$ for every $i$, all occupations equal $1$ and $n(\mu)=W$. Every sufficiently large $\mu$ is then a solution, so the set is unbounded above and cannot be compact.

```lean
/-- If the smearing function equals one up to some point `a`, the set of Fermi levels for an
electron number equal to the total weight is not compact. -/
theorem fermiLevels_full_not_isCompact {f : ℝ → ℝ} {a : ℝ} (hf : ∀ x, x ≤ a → f x = 1)
    {σ : ℝ} (hσ : 0 < σ) (w e : ι → ℝ) :
    ¬ IsCompact (fermiLevels f σ w e (∑ i, w i)) := by
  intro hK
  obtain ⟨M, hM⟩ := hK.bddAbove
  -- far up, all reduced energies lie on the plateau
  have hall : ∀ᶠ μ : ℝ in atTop, ∀ i, (e i - μ) / σ ≤ a :=
    eventually_all.2 fun i => (reducedEnergy_atTop hσ (e i)).eventually (eventually_le_atBot a)
  obtain ⟨μ, hμ, hMμ⟩ := (hall.and (eventually_gt_atTop M)).exists
  have hmem : μ ∈ fermiLevels f σ w e (∑ i, w i) := by
    change ∑ i, w i * f ((e i - μ) / σ) = ∑ i, w i
    exact Finset.sum_congr rfl fun i _ => by rw [hf _ (hμ i), mul_one]
  exact not_le_of_gt hMμ (hM hmem)

end

end FermiLevelWithoutMonotonicity
```

Lean assumes compactness, extracts an upper bound `M`, and finds a solution above `M` by combining the finitely many conditions on the levels. The Methfessel–Paxton function falls under neither endpoint theorem, since it exceeds $1$ on the far left.

**Q:** My remaining doubt is the physics left out.

**A:** That doubt is fair. The levels do not respond to $\mu$ or to the occupations, so the theorems concern one occupation step and say nothing about convergence of the self-consistency cycle. The sum over k-points is finite, and no limit of dense sampling is taken. Nor do the theorems rank several Fermi levels by energy or free energy.

```lean
#print axioms FermiLevelWithoutMonotonicity.fermiLevels_nonempty_isCompact
-- 'FermiLevelWithoutMonotonicity.fermiLevels_nonempty_isCompact' depends on axioms: [propext, Classical.choice, Quot.sound]
#print axioms FermiLevelWithoutMonotonicity.exists_lowest_and_highest
-- 'FermiLevelWithoutMonotonicity.exists_lowest_and_highest' depends on axioms: [propext, Classical.choice, Quot.sound]
#print axioms FermiLevelWithoutMonotonicity.fermiLevels_full_eq_empty
-- 'FermiLevelWithoutMonotonicity.fermiLevels_full_eq_empty' depends on axioms: [propext, Classical.choice, Quot.sound]
#print axioms FermiLevelWithoutMonotonicity.fermiLevels_full_not_isCompact
-- 'FermiLevelWithoutMonotonicity.fermiLevels_full_not_isCompact' depends on axioms: [propext, Classical.choice, Quot.sound]
```
